# Equal flux through nested regions of a finite lattice when the Hermitian ultrasoft equation holds between them

Q: I have a three-site chain with an ultrasoft projector on its last two sites. I measure the current by the hopping across a cut. Between sites 0 and 1 I get 1, between sites 1 and 2 I get 0, yet the wave function solves the equation at site 1. A transmission computed this way would depend on where I put the cut. What has gone missing?

A: The current carried by the nonlocal term. Let \(H\) be the local Hamiltonian on the sites, with its hopping and on-site potential. Let the columns of \(B\) be the projectors, \(D\) their coupling strengths, \(q\) the augmentation charges and \(E\) the energy. The ultrasoft equation is \(K\psi=0\) with

\[
K = H - E + B(D-Eq)B^\dagger .
\]

For a region \(A\), with \(i\) and \(j\) labelling sites, define

\[
J(A)=\operatorname{Im}\sum_{i\in A,\;j\notin A}\bar\psi_i K_{ij}\psi_j .
\]

If \(H\), \(D\) and \(q\) are Hermitian and \(E\) is real, this flux is the same for two nested regions whenever the equation holds at every site between them. Your hopping current is only one part of it.

Q: Show me the derivation before any code.

A: Take \(H\), \(D\), \(q\) Hermitian and \(E\) real. Then \(D-Eq\) is Hermitian, hence so is \(B(D-Eq)B^\dagger\), and so is \(K\). Now split the action of \(K\) according to where the partner site lies:

\[
\sum_{i\in A}\bar\psi_i(K\psi)_i=\sum_{i,j\in A}\bar\psi_iK_{ij}\psi_j+\sum_{i\in A,\;j\notin A}\bar\psi_iK_{ij}\psi_j .
\]

The first sum on the right is real. Its conjugate is \(\sum_{i,j\in A}\psi_i\overline{K_{ij}}\bar\psi_j=\sum_{i,j\in A}\bar\psi_jK_{ji}\psi_i\), which is the same sum with the labels exchanged. Taking imaginary parts gives

\[
J(A)=\operatorname{Im}\sum_{i\in A}\bar\psi_i(K\psi)_i .
\]

For \(A\subseteq A'\), subtraction leaves only the sites in between:

\[
J(A')-J(A)=\operatorname{Im}\sum_{i\in A'\setminus A}\bar\psi_i(K\psi)_i ,
\]

and this is zero if \((K\psi)_i=0\) at each of them.

Q: And the split into two currents?

A: A pair that crosses the cut has \(i\neq j\), so the diagonal term \(-E\) drops out and \(K_{ij}=H_{ij}+[B(D-Eq)B^\dagger]_{ij}\). Summing over crossing pairs gives the hopping flux plus the augmentation flux.

Q: Now the formal version. What are the sites and projectors there?

A: Two finite types, `n` for sites and `m` for projectors. No geometry is imposed, so a chain, a real-space grid or any finite graph will do.

```lean
import Mathlib

open Matrix
open scoped ComplexConjugate

namespace UltrasoftLatticeFlux

noncomputable section

variable {n m : Type*} [Fintype n] [DecidableEq n] [Fintype m]
```

The nonlocal term is written as it stands in the equation. Since `E` has type `ℝ`, a real energy is built into the statement.

```lean
/-- The nonlocal ultrasoft term `B (D - E q) Bᴴ`; the columns of `B` are the projectors. -/
def augmentation (B : Matrix n m ℂ) (D q : Matrix m m ℂ) (E : ℝ) : Matrix n n ℂ :=
  B * (D - (E : ℂ) • q) * Bᴴ
```

The full operator is called `kernel`, in the sense of an integral kernel, not of a null space.

```lean
/-- The operator `K = H - E + B (D - E q) Bᴴ` of the ultrasoft equation `K ψ = 0`. -/
def kernel (H : Matrix n n ℂ) (B : Matrix n m ℂ) (D q : Matrix m m ℂ) (E : ℝ) :
    Matrix n n ℂ :=
  H - (E : ℂ) • (1 : Matrix n n ℂ) + augmentation B D q E
```

Q: Is your \(J\) really a current? I see no \(\hbar\) and no sign convention.

A: The definition fixes the sign and leaves out the factor \(2/\hbar\) that would turn \(J\) into a rate.

```lean
/-- The flux `J(A)`: the imaginary part of the sum of `conj ψ_i K_ij ψ_j` over all pairs
with `i` inside the region `A` and `j` outside. -/
def flux (K : Matrix n n ℂ) (ψ : n → ℂ) (A : Finset n) : ℝ :=
  (∑ i ∈ A, ∑ j ∈ Aᶜ, conj (ψ i) * K i j * ψ j).im
```

A region is a `Finset` of sites, and `Aᶜ` is everything else. When \(q=0\), the time-dependent Schrödinger equation makes \(2J(A)/\hbar\) the rate at which probability flows into \(A\), so positive means inward. With \(q\neq0\) the overlap is itself nonlocal, and the probability belonging to a region needs a further convention. The file takes \(J\) as defined by \(K\) and makes no statement about time evolution.

Q: In a closed finite system a stationary state has no net flux into any region. Isn't your theorem then just \(0=0\)?

A: It would be if the equation held at every site. The hypothesis asks for it only on \(A'\setminus A\). Think of a scattering state restricted to a finite window: near the ends the equation fails because the neighbours in the leads are missing, and those sites act as source and drain. The leads themselves are not modelled, and \(H\), \(D\) and \(q\) are given matrices, with no self-consistency.

Q: Suppose I place my cuts so that the nonlocal term does not reach across them. Does the file know about that?

A: It has a condition for it.

```lean
/-- No coupled pair of projectors straddles the boundary of `A`: if projector `b` is nonzero at a
site inside and projector `c`, possibly the same one, at a site outside, then `D b c` and `q b c`
vanish. -/
def Uncut (B : Matrix n m ℂ) (D q : Matrix m m ℂ) (A : Finset n) : Prop :=
  ∀ i ∈ A, ∀ j ∉ A, ∀ b c, B i b ≠ 0 → B j c ≠ 0 → D b c = 0 ∧ q b c = 0
```

If projector \(b\) is nonzero at a site inside and projector \(c\) at a site outside, then \(D_{bc}\) and \(q_{bc}\) must vanish. The case \(b=c\) is included, so a single projector lying across the cut is allowed only if its own diagonal entries are zero. If \(D\) and \(q\) couple only projectors of the same atom, a cut that passes between the augmentation spheres meets the condition.

Q: Then take me through the proofs. Where does Hermiticity enter?

A: First as a property of \(K\).

```lean
omit [Fintype n] in
/-- For Hermitian `H`, `D`, `q` and real energy the ultrasoft operator `K` is Hermitian. -/
theorem kernel_isHermitian {H : Matrix n n ℂ} (B : Matrix n m ℂ) {D q : Matrix m m ℂ}
    (E : ℝ) (hH : H.IsHermitian) (hD : D.IsHermitian) (hq : q.IsHermitian) :
    (kernel H B D q E).IsHermitian := by
  unfold Matrix.IsHermitian kernel augmentation
  simp only [conjTranspose_add, conjTranspose_sub, conjTranspose_smul, conjTranspose_mul,
    conjTranspose_conjTranspose, conjTranspose_one, hH.eq, hD.eq, hq.eq,
    Complex.star_def, Complex.conj_ofReal, Matrix.mul_assoc]
```

The `simp only` call takes the adjoint of each term, reverses the products and uses that `E` equals its own conjugate.

The next theorem is the identity \(J(A)=\operatorname{Im}\sum_{i\in A}\bar\psi_i(K\psi)_i\), valid for any Hermitian matrix.

```lean
/-- For a Hermitian operator the flux of a region is the imaginary part of
`conj ψ_i (K ψ)_i` summed over the sites of the region. -/
theorem flux_eq_source {K : Matrix n n ℂ} (hK : K.IsHermitian) (ψ : n → ℂ) (A : Finset n) :
    flux K ψ A = (∑ i ∈ A, conj (ψ i) * (K *ᵥ ψ) i).im := by
  -- the pairs with both sites inside `A` add up to a real number
  have hself : (∑ i ∈ A, ∑ j ∈ A, conj (ψ i) * K i j * ψ j).im = 0 := by
    apply Complex.conj_eq_iff_im.mp
    simp only [map_sum, map_mul]
    rw [Finset.sum_comm]
    refine Finset.sum_congr rfl fun y _ => Finset.sum_congr rfl fun x _ => ?_
    have h : conj (K x y) = K y x := hK.apply y x
    rw [h, Complex.conj_conj]
    ring
  -- the action of `K` splits into partners inside and outside `A`
  have hsplit : ∑ i ∈ A, conj (ψ i) * (K *ᵥ ψ) i
      = ∑ i ∈ A, ∑ j ∈ A, conj (ψ i) * K i j * ψ j
        + ∑ i ∈ A, ∑ j ∈ Aᶜ, conj (ψ i) * K i j * ψ j := by
    rw [← Finset.sum_add_distrib]
    refine Finset.sum_congr rfl fun i _ => ?_
    rw [Finset.sum_add_sum_compl A (fun j => conj (ψ i) * K i j * ψ j)]
    simp only [Matrix.mulVec, dotProduct, Finset.mul_sum, mul_assoc]
  rw [hsplit, Complex.add_im, hself, zero_add, flux]
```

Here `hself` says that the inside-inside sum is real, and `hsplit` is the division of partners into inside and outside.

Q: How does one persuade Lean that a double sum is real without computing it?

A: The proof turns on `Complex.conj_eq_iff_im`, which says that a complex number equals its conjugate exactly when its imaginary part is zero. Applying its `.mp` direction replaces the goal "imaginary part zero" by "the conjugate of the sum is the sum". That is a symmetry, and it can be checked term by term. The conjugation is pushed inside with `map_sum` and `map_mul`, and `Finset.sum_comm` exchanges the order of summation. Each term then matches its partner through `hK.apply y x`, which is \(\overline{K_{xy}}=K_{yx}\). The exchange works because both indices run over the same set \(A\); for the crossing sum it would turn inside into outside.

Q: And the comparison of two regions?

A: `Finset.sum_sdiff` splits the sum over \(A'\) into the sums over \(A'\setminus A\) and \(A\), and the second one cancels.

```lean
/-- For a Hermitian operator the fluxes of two nested regions differ by the imaginary part of `conj
ψ_i (K ψ)_i` summed over the sites between them. -/
theorem flux_sub_flux {K : Matrix n n ℂ} (hK : K.IsHermitian) (ψ : n → ℂ)
    {A A' : Finset n} (hA : A ⊆ A') :
    flux K ψ A' - flux K ψ A = (∑ i ∈ A' \ A, conj (ψ i) * (K *ᵥ ψ) i).im := by
  rw [flux_eq_source hK, flux_eq_source hK, ← Finset.sum_sdiff hA, Complex.add_im]
  ring
```

Conservation follows by setting every term in between to zero.

```lean
/-- Flux conservation for Hermitian `H`, `D`, `q` and real energy: if the ultrasoft equation `K ψ =
0` holds at every site between two nested regions, both regions have the same flux. -/
theorem flux_conserved {H : Matrix n n ℂ} (B : Matrix n m ℂ) {D q : Matrix m m ℂ} (E : ℝ)
    (hH : H.IsHermitian) (hD : D.IsHermitian) (hq : q.IsHermitian) (ψ : n → ℂ)
    {A A' : Finset n} (hA : A ⊆ A')
    (hψ : ∀ i ∈ A' \ A, (kernel H B D q E *ᵥ ψ) i = 0) :
    flux (kernel H B D q E) ψ A = flux (kernel H B D q E) ψ A' := by
  have h := flux_sub_flux (kernel_isHermitian B E hH hD hq) ψ hA
  have h0 : ∑ i ∈ A' \ A, conj (ψ i) * (kernel H B D q E *ᵥ ψ) i = 0 :=
    Finset.sum_eq_zero fun i hi => by rw [hψ i hi, mul_zero]
  rw [h0, Complex.zero_im] at h
  linarith
```

Q: What breaks if I let \(H\) be non-Hermitian, say with an imaginary on-site potential?

A: Two sites are enough. Leave out the projectors, set \(E=0\) and take

\[
H=\begin{pmatrix}0&1\\1&i\end{pmatrix},\qquad \psi=\begin{pmatrix}1\\i\end{pmatrix}.
\]

At site 1, \((K\psi)_1=1+i\cdot i=0\), so the equation holds there. Yet \(J(\{0\})=\operatorname{Im}(i)=1\), or \(1/2\) for normalised \(\psi\), while \(J(\{0,1\})=0\) because nothing lies outside. The imaginary potential creates particles at site 1, and they flow into site 0.

Q: Fair. Does the splitting need Hermiticity too?

A: No, it is pure bookkeeping and holds for every region and every \(\psi\).

```lean
/-- The flux is the sum of a hopping part from `H` and an augmentation part from
`B (D - E q) Bᴴ`. -/
theorem flux_split (H : Matrix n n ℂ) (B : Matrix n m ℂ) (D q : Matrix m m ℂ) (E : ℝ)
    (ψ : n → ℂ) (A : Finset n) :
    flux (kernel H B D q E) ψ A = flux H ψ A + flux (augmentation B D q E) ψ A := by
  unfold flux
  rw [← Complex.add_im, ← Finset.sum_add_distrib]
  congr 1
  refine Finset.sum_congr rfl fun i hi => ?_
  rw [← Finset.sum_add_distrib]
  refine Finset.sum_congr rfl fun j hj => ?_
  -- the energy term is diagonal and does not connect inside to outside
  have hij : i ≠ j := fun h => Finset.mem_compl.mp hj (h ▸ hi)
  have hk : kernel H B D q E i j = H i j + augmentation B D q E i j := by
    simp [kernel, Matrix.one_apply_ne hij]
  rw [hk]
  ring
```

The step `hij` shows that a site inside differs from a site outside, so the identity matrix contributes nothing. The rest is adding the two sums term by term.

Q: When may I forget the augmentation flux?

A: The condition `Uncut` is sufficient. Written out, the crossing element is

\[
[B(D-Eq)B^\dagger]_{ij}=\sum_{b,c}B_{ib}(D-Eq)_{bc}\overline{B_{jc}} ,
\]

and in each term either a projector value is zero or the coupling is. The two `by_cases` lines make exactly this distinction.

```lean
/-- The augmentation part of the flux vanishes when no coupled pair of projectors straddles
the boundary of the region. -/
theorem augmentation_flux_eq_zero {B : Matrix n m ℂ} {D q : Matrix m m ℂ} (E : ℝ)
    (ψ : n → ℂ) {A : Finset n} (hcut : Uncut B D q A) :
    flux (augmentation B D q E) ψ A = 0 := by
  have hz : ∀ i ∈ A, ∀ j ∈ Aᶜ, augmentation B D q E i j = 0 := by
    intro i hi j hj
    simp only [augmentation, Matrix.mul_apply, conjTranspose_apply, Finset.sum_mul]
    refine Finset.sum_eq_zero fun c _ => Finset.sum_eq_zero fun b _ => ?_
    by_cases hb : B i b = 0
    · simp [hb]
    by_cases hc : B j c = 0
    · simp [hc]
    obtain ⟨h1, h2⟩ := hcut i hi j (Finset.mem_compl.mp hj) b c hb hc
    simp [h1, h2]
  unfold flux
  rw [Finset.sum_eq_zero fun i hi => Finset.sum_eq_zero fun j hj => by
    rw [hz i hi j hj, mul_zero, zero_mul], Complex.zero_im]
```

If both cuts are clean and the assumptions of `flux_conserved` hold, the plain hopping flux is the same at both, however many projectors lie in the region between.

```lean
/-- Let `H`, `D`, `q` be Hermitian and the energy real. If the ultrasoft equation holds at every
site between two nested regions and neither boundary is straddled by coupled projectors, the hopping
fluxes of the two regions are equal. -/
theorem hopping_flux_conserved {H : Matrix n n ℂ} {B : Matrix n m ℂ} {D q : Matrix m m ℂ}
    (E : ℝ) (hH : H.IsHermitian) (hD : D.IsHermitian) (hq : q.IsHermitian) (ψ : n → ℂ)
    {A A' : Finset n} (hA : A ⊆ A')
    (hψ : ∀ i ∈ A' \ A, (kernel H B D q E *ᵥ ψ) i = 0)
    (hcut : Uncut B D q A) (hcut' : Uncut B D q A') :
    flux H ψ A = flux H ψ A' := by
  have h := flux_conserved B E hH hD hq ψ hA hψ
  rw [flux_split, flux_split, augmentation_flux_eq_zero E ψ hcut,
    augmentation_flux_eq_zero E ψ hcut'] at h
  linarith
```

The proof inserts the splitting on both sides of the conservation law and deletes the two vanishing augmentation fluxes. For transport calculations with ultrasoft pseudopotentials, in this finite, non-interacting lattice model, this justifies comparing hopping currents at cuts that satisfy `Uncut`.

Q: And my chain, where one cut wasn't clean?

A: It is in the file. Sites 0 and 1 are joined by a hopping of 1, and site 2 has no hopping at all.

```lean
/-- Three sites with hopping between the first two only. -/
def chainH : Matrix (Fin 3) (Fin 3) ℂ := !![0, 1, 0; 1, 0, 0; 0, 0, 0]
```

The single projector has equal weight on sites 1 and 2.

```lean
/-- One projector, spread over the last two sites. -/
def chainB : Matrix (Fin 3) (Fin 1) ℂ := !![0; 1; 1]
```

The wave function is \((1,i,-1)\).

```lean
/-- The wave function `(1, i, -1)` on the three sites. -/
def chainψ : Fin 3 → ℂ := ![1, Complex.I, -1]
```

With \(D=2\), \(q=1\), \(E=1\) the strength \(D-Eq\) is 1. At site 1 the hopping gives \(1\), the energy term \(-i\) and the projector \(i-1\), which add up to zero. At sites 0 and 2 the equation fails: site 0 serves as the drain and site 2 as the source.

For \(A=\{0\}\) the hopping flux is \(\operatorname{Im}(i)=1\), and the augmentation flux is zero because the projector does not reach site 0. For \(A'=\{0,1\}\) the hopping flux is zero, and the augmentation flux is \(\operatorname{Im}(\bar\psi_1\psi_2)=\operatorname{Im}(i)=1\). The total is 1 at both cuts. The vector is not normalised: with \(\psi^\dagger(1+BqB^\dagger)\psi=5\) scaled to 1, each 1 becomes \(1/5\).

```lean
/-- On the three-site chain with `D = 2`, `q = 1`, `E = 1` the ultrasoft equation holds at the
middle site; across that site the hopping flux falls from 1 to 0 and the augmentation flux
rises from 0 to 1. -/
theorem hopping_flux_not_conserved_witness :
    chainH.IsHermitian ∧ (!![2] : Matrix (Fin 1) (Fin 1) ℂ).IsHermitian ∧
    (!![1] : Matrix (Fin 1) (Fin 1) ℂ).IsHermitian ∧
    (kernel chainH chainB !![2] !![1] 1 *ᵥ chainψ) 1 = 0 ∧
    flux chainH chainψ {0} = 1 ∧ flux chainH chainψ {0, 1} = 0 ∧
    flux (augmentation chainB !![2] !![1] 1) chainψ {0} = 0 ∧
    flux (augmentation chainB !![2] !![1] 1) chainψ {0, 1} = 1 := by
  have h0 : ({0} : Finset (Fin 3))ᶜ = {1, 2} := by decide
  have h1 : ({0, 1} : Finset (Fin 3))ᶜ = {2} := by decide
  have b0 : chainB 0 0 = 0 := rfl
  have b1 : chainB 1 0 = 1 := rfl
  have b2 : chainB 2 0 = 1 := rfl
  have p0 : chainψ 0 = 1 := rfl
  have p1 : chainψ 1 = Complex.I := rfl
  have p2 : chainψ 2 = -1 := rfl
  -- with `D - E q = 1` the augmentation is the projector times its adjoint
  have hM : (!![2] - ((1 : ℝ) : ℂ) • !![1] : Matrix (Fin 1) (Fin 1) ℂ) 0 0 = 1 := by
    norm_num [Matrix.sub_apply, Matrix.smul_apply]
  have haug : ∀ i j, augmentation chainB !![2] !![1] 1 i j
      = chainB i 0 * conj (chainB j 0) := by
    intro i j
    simp only [augmentation, Matrix.mul_apply, conjTranspose_apply, Fin.sum_univ_one]
    rw [hM, mul_one]
    rfl
  refine ⟨?_, ?_, ?_, ?_, ?_, ?_, ?_, ?_⟩
  · ext i j
    fin_cases i <;> fin_cases j <;> simp [chainH]
  · ext i j
    fin_cases i
    fin_cases j
    simp
  · ext i j
    fin_cases i
    fin_cases j
    simp
  · have k0 : chainH 1 0 = 1 := rfl
    have k1 : chainH 1 1 = 0 := rfl
    have k2 : chainH 1 2 = 0 := rfl
    have o0 : (1 : Matrix (Fin 3) (Fin 3) ℂ) 1 0 = 0 := Matrix.one_apply_ne (by decide)
    have o1 : (1 : Matrix (Fin 3) (Fin 3) ℂ) 1 1 = 1 := Matrix.one_apply_eq 1
    have o2 : (1 : Matrix (Fin 3) (Fin 3) ℂ) 1 2 = 0 := Matrix.one_apply_ne (by decide)
    simp only [Matrix.mulVec, dotProduct, Fin.sum_univ_three, kernel, Matrix.add_apply,
      Matrix.sub_apply, Matrix.smul_apply, haug, b0, b1, b2, p0, p1, p2, k0, k1, k2,
      o0, o1, o2]
    norm_num
  · rw [flux, h0]
    simp [chainH, chainψ]
  · rw [flux, h1]
    simp [chainH, chainψ]
  · rw [flux, h0]
    simp [augmentation, chainB, chainψ, Matrix.mul_apply]
  · rw [flux, h1]
    simp only [Finset.sum_singleton, Finset.sum_pair (show (0 : Fin 3) ≠ 1 by decide),
      haug, b0, b1, b2, p0, p1, p2]
    norm_num

end

end UltrasoftLatticeFlux
```

The theorem lists the three Hermiticity conditions, the equation at the middle site and the four fluxes. In the proof, `haug` reduces the augmentation to the projector times its adjoint, and the remaining goals are arithmetic on explicit entries.

Q: So of the assumptions behind equal hopping fluxes, my chain violates only one?

A: Yes, the clean cut at \(A'\), where the projector lies across the boundary. The current you lost between sites 1 and 2 was flowing through the projector.

```lean
#print axioms UltrasoftLatticeFlux.hopping_flux_conserved
-- 'UltrasoftLatticeFlux.hopping_flux_conserved' depends on axioms: [propext, Classical.choice, Quot.sound]
```
